# In atomic units, the Dirac 1s energy of a point-nucleus hydrogen-like atom lies below the Schrödinger value by between $Z^4/(8c^2)$ and $Z^4/(2c^2)$ for $0\le Z\le c$

## How far can I trust $Z^4/(8c^2)$ for a heavy nucleus?

Before I choose a Hamiltonian for an all-electron calculation, I estimate how much a non-relativistic treatment will miss in the 1s level. For nuclear charge $Z$ and speed of light $c$, both in atomic units, I take the leading correction $Z^4/(8c^2)$ for a single electron.

That is the first term of a series in $Z^2/c^2$, and for heavy elements this ratio is no longer small. Could the estimate be wrong by an order of magnitude there? I also see relativistic effects described as growing like $Z^4$ in one place and like $Z^2$ in another. Which is it?

## Against the Dirac energy, the estimate is never too large and at most four times too small

For one electron bound to a point nucleus with $0<Z\le c$, the lowering given by the Dirac equation is at least your estimate and at most four times it. Radiative corrections, left out here, raise the 1s level and can bring the actual lowering below the estimate, as they do in hydrogen. The factor of four is reached only at $Z=c$. Both powers are right: the energy correction follows $Z^4$, and its ratio to the Schrödinger energy follows $Z^2$. Away from small $Z/c$, these are bounds with fixed constants and not exact power laws.

### From the Dirac spinor to the two bounds

Put $\gamma=\sqrt{1-Z^2/c^2}$, so that $0\le\gamma\le1$ and $c^2\gamma^2=c^2-Z^2$. The Schrödinger 1s energy is $E_S=-Z^2/2$. The Dirac energy, with the rest energy $c^2$ subtracted, is $E_D=c^2\gamma-c^2$.

To see where $E_D$ comes from, take the radial functions at distance $r>0$ from the nucleus
$$P=r^\gamma e^{-Zr},\qquad Q=-bP,\qquad b=\frac{Z}{c(1+\gamma)}.$$
Then $P'=(\gamma/r-Z)P$, and the definition of $b$ gives
$$bc(1+\gamma)=Z,\qquad bZ=\frac{Z^2}{c(1+\gamma)}=c(1-\gamma).$$
For the Dirac quantum number $\kappa=-1$, which belongs to $s_{1/2}$ states, the left side of the first radial equation is
$$-\frac Zr P+c\left(-Q'-\frac Qr\right)=\left[\frac{bc(1+\gamma)-Z}{r}-bcZ\right]P=-c^2(1-\gamma)P=E_DP.$$
The left side of the second is
$$c\left(P'-\frac Pr\right)+\left(-\frac Zr-2c^2\right)Q=\left[\frac{bZ-c(1-\gamma)}{r}-cZ+2c^2b\right]P.$$
The $1/r$ term vanishes. Since $cZ=c^2b(1+\gamma)$, the rest is $c^2b(1-\gamma)P=E_DQ$.

Now let $\Delta=E_S-E_D$, which is positive when the Dirac level is the lower one. Substituting $Z^2=c^2(1-\gamma^2)$ gives
$$\Delta=c^2(1-\gamma)-\frac{c^2(1-\gamma^2)}2=\frac{c^2(1-\gamma)^2}{2}.$$
Because $Z^4=c^4(1-\gamma)^2(1+\gamma)^2$, this is
$$\Delta=\frac{Z^4}{2c^2(1+\gamma)^2}.$$
The factor $(1+\gamma)^2$ lies between 1 and 4, so
$$\frac{Z^4}{8c^2}\le\Delta\le\frac{Z^4}{2c^2}.$$

For $Z>0$, dividing by $|E_S|=Z^2/2$ gives
$$\frac{\Delta}{|E_S|}=\frac{Z^2}{c^2(1+\gamma)^2},$$
which lies strictly between $Z^2/(4c^2)$ and $Z^2/c^2$ when $0<Z<c$. As $Z\to0^+$, $\gamma\to1$ and $\Delta/Z^4\to1/(8c^2)$, so your estimate has the right leading coefficient.

As an example, $Z=3c/5$ gives $\gamma=4/5$ and $\Delta=0.02\,c^2$. The leading term gives $0.0162\,c^2$, about 19% too little.

It is easy to stop the expansion of the square root one term too early. With $\sqrt{1-x}\approx1-x/2$ and $x=Z^2/c^2$, the Dirac energy becomes $-Z^2/2$ and the lowering appears to be zero. The next term, $-x^2/8$, is multiplied by $c^2$ and supplies the whole leading correction.

### What the Lean theorems say about the atom

The charge `Z` and the speed of light `c` are real numbers in atomic units, and energies are in hartree. `Z` need not be an integer, and `c` stands for the inverse fine-structure constant but may be any positive number. The name `gamma` denotes the exponent $\gamma$ above, not the Lorentz factor $1/\sqrt{1-v^2/c^2}$ of a particle with speed $v$. The functions `schrodingerEnergy`, `diracEnergy` and `lowering` are $E_S$, $E_D$ and $\Delta$.

`largeComponent` and `smallComponent` are $P$ and $Q$, the radial functions already multiplied by $r$. They are not normalised. For $Z>0$, the factor that makes $\int_0^\infty(P^2+Q^2)\,dr=1$ is
$$N=(2Z)^{\gamma+1/2}\sqrt{\frac{1+\gamma}{2\,\Gamma(2\gamma+1)}},$$
where $\Gamma$ is Euler's gamma function.

- `radial_dirac_equation` says that, for $0<c$, $0\le Z\le c$ and every $r>0$, these functions satisfy both radial equations in the potential $-Z/r$ with energy `diracEnergy c Z`.
- `lowering_bounds` gives the two bounds under the same conditions on `c` and `Z`. At $Z=0$ all three quantities are zero.
- `lowering_eq_upper_iff` says that, for $0<Z\le c$, the upper bound is attained exactly when $Z=c$.
- `relative_lowering_bounds` gives the strict bounds on the relative correction for $0<Z<c$.
- `tendsto_lowering_div` gives the limit of $\Delta/Z^4$ as $Z$ tends to 0 from above, written `𝓝[>] 0`.

The condition $Z\le c$ keeps the exponent real. Beyond it, Lean's square root of a negative number is 0, and `diracEnergy` loses its physical meaning.

The Schrödinger energy enters as a definition. The Dirac energy is tied to its differential equations, but identifying this solution with the normalisable ground state is a step taken from the standard theory of the Dirac atom.

For electronic structure, the bounds give a first estimate of the core-level error of a non-relativistic Hamiltonian, restricted to one electron and a fixed point nucleus. Screening, electron interaction, nuclear size and radiative corrections are absent, so valence levels and bond lengths need a separate treatment.

```lean
import Mathlib

open Filter Topology

namespace RelativisticLowering1s

noncomputable section

/-- The Dirac exponent `γ = √(1 - Z²/c²)` of the 1s shell, for `c ≠ 0` and `|Z| ≤ |c|`. -/
def gamma (c Z : ℝ) : ℝ := √(1 - Z ^ 2 / c ^ 2)

/-- The hydrogen-like 1s energy of the Schrödinger equation, in hartree, for `0 < Z`. -/
def schrodingerEnergy (Z : ℝ) : ℝ := -Z ^ 2 / 2

/-- The hydrogen-like 1s energy of the Dirac equation without the rest energy `c²`, for `0 < Z ≤ c`.
-/
def diracEnergy (c Z : ℝ) : ℝ := c ^ 2 * gamma c Z - c ^ 2

/-- The relativistic lowering: the Schrödinger 1s energy minus the Dirac 1s energy, for `0 < Z ≤ c`.
-/
def lowering (c Z : ℝ) : ℝ := schrodingerEnergy Z - diracEnergy c Z

/-- The large radial component `r^γ exp(-Zr)` of the Dirac 1s spinor, not normalised, for `r > 0`
and `0 < Z ≤ c`. -/
def largeComponent (c Z r : ℝ) : ℝ := r ^ gamma c Z * Real.exp (-Z * r)

/-- The small radial component of the Dirac 1s spinor, a fixed multiple of the large one, for
`r > 0` and `0 < Z ≤ c`. -/
def smallComponent (c Z r : ℝ) : ℝ :=
  -(Z / (c * (1 + gamma c Z))) * largeComponent c Z r

/-- The Dirac exponent lies between 0 and 1. -/
theorem gamma_mem (c Z : ℝ) : 0 ≤ gamma c Z ∧ gamma c Z ≤ 1 := by
  refine ⟨Real.sqrt_nonneg _, Real.sqrt_le_iff.mpr ⟨by norm_num, ?_⟩⟩
  have h : 0 ≤ Z ^ 2 / c ^ 2 := by positivity
  linarith

/-- For `0 < c` and `0 ≤ Z ≤ c` the Dirac exponent satisfies `c²γ² = c² - Z²`. -/
theorem gamma_sq {c Z : ℝ} (hc : 0 < c) (hZ : 0 ≤ Z) (hZc : Z ≤ c) :
    c ^ 2 * gamma c Z ^ 2 = c ^ 2 - Z ^ 2 := by
  have h : Z ^ 2 / c ^ 2 ≤ 1 := by
    rw [div_le_one (by positivity)]
    exact pow_le_pow_left₀ hZ hZc 2
  have hc2 : c ^ 2 ≠ 0 := by positivity
  rw [gamma, Real.sq_sqrt (by linarith), mul_sub, mul_one, mul_div_cancel₀ _ hc2]

/-- At `r > 0` the large component has the logarithmic derivative `γ/r - Z`. -/
theorem hasDerivAt_largeComponent (c Z : ℝ) {r : ℝ} (hr : 0 < r) :
    HasDerivAt (largeComponent c Z) ((gamma c Z / r - Z) * largeComponent c Z r) r := by
  have h1 : HasDerivAt (fun x : ℝ => x ^ gamma c Z)
      (gamma c Z * r ^ (gamma c Z - 1)) r :=
    Real.hasDerivAt_rpow_const (Or.inl hr.ne')
  have h2 : HasDerivAt (fun x : ℝ => Real.exp (-Z * x)) (Real.exp (-Z * r) * (-Z)) r := by
    simpa using ((hasDerivAt_id r).const_mul (-Z)).exp
  refine (h1.fun_mul h2).congr_deriv ?_
  rw [Real.rpow_sub_one hr.ne', largeComponent]
  ring

/-- For `0 < c`, `0 ≤ Z ≤ c` and `r > 0` the two components solve the coupled radial Dirac
equations with `κ = -1` in the potential `-Z/r`, with energy `diracEnergy c Z`. -/
theorem radial_dirac_equation {c Z r : ℝ} (hc : 0 < c) (hZ : 0 ≤ Z) (hZc : Z ≤ c)
    (hr : 0 < r) :
    -(Z / r) * largeComponent c Z r
        + c * (-deriv (smallComponent c Z) r - smallComponent c Z r / r)
      = diracEnergy c Z * largeComponent c Z r ∧
    c * (deriv (largeComponent c Z) r - largeComponent c Z r / r)
        + (-(Z / r) - 2 * c ^ 2) * smallComponent c Z r
      = diracEnergy c Z * smallComponent c Z r := by
  have hs := gamma_sq hc hZ hZc
  have hg := (gamma_mem c Z).1
  have hne : c * (1 + gamma c Z) ≠ 0 := by positivity
  have hP := hasDerivAt_largeComponent c Z hr
  have hQ : HasDerivAt (smallComponent c Z) (-(Z / (c * (1 + gamma c Z))) *
      ((gamma c Z / r - Z) * largeComponent c Z r)) r := hP.const_mul _
  -- the two relations that fix the ratio of the components
  have hb1 : Z / (c * (1 + gamma c Z)) * (c * (1 + gamma c Z)) = Z :=
    div_mul_cancel₀ _ hne
  have hb2 : Z / (c * (1 + gamma c Z)) * Z = c * (1 - gamma c Z) := by
    rw [div_mul_eq_mul_div, div_eq_iff hne]
    linear_combination hs
  rw [hP.deriv, hQ.deriv]
  simp only [smallComponent, diracEnergy]
  generalize Z / (c * (1 + gamma c Z)) = b at hb1 hb2 ⊢
  constructor
  · linear_combination (largeComponent c Z r / r) * hb1 - c * largeComponent c Z r * hb2
  · linear_combination (largeComponent c Z r / r) * hb2 + c * largeComponent c Z r * hb1

/-- For `0 < c` and `0 ≤ Z ≤ c` the lowering equals `Z⁴ / (2c²(1+γ)²)`. -/
theorem lowering_eq {c Z : ℝ} (hc : 0 < c) (hZ : 0 ≤ Z) (hZc : Z ≤ c) :
    lowering c Z = Z ^ 4 / (2 * c ^ 2 * (1 + gamma c Z) ^ 2) := by
  have hg := (gamma_mem c Z).1
  have h2 : Z ^ 2 = c ^ 2 * (1 - gamma c Z ^ 2) := by
    linear_combination gamma_sq hc hZ hZc
  have h4 : Z ^ 4 = (c ^ 2 * (1 - gamma c Z ^ 2)) ^ 2 := by
    rw [← h2]; ring
  rw [eq_div_iff (by positivity), h4, lowering, schrodingerEnergy, diracEnergy, h2]
  ring

/-- For `0 < c` and `0 ≤ Z ≤ c` the relativistic lowering of the 1s energy lies between
`Z⁴/(8c²)` and `Z⁴/(2c²)`. -/
theorem lowering_bounds {c Z : ℝ} (hc : 0 < c) (hZ : 0 ≤ Z) (hZc : Z ≤ c) :
    Z ^ 4 / (8 * c ^ 2) ≤ lowering c Z ∧ lowering c Z ≤ Z ^ 4 / (2 * c ^ 2) := by
  obtain ⟨h0, h1⟩ := gamma_mem c Z
  -- the only Z-dependence beyond Z⁴ is the factor (1+γ)², between 1 and 4
  have hl : 1 ≤ (1 + gamma c Z) ^ 2 := by nlinarith
  have hu : (1 + gamma c Z) ^ 2 ≤ 4 := by nlinarith
  rw [lowering_eq hc hZ hZc]
  constructor
  · apply div_le_div_of_nonneg_left (by positivity) (by positivity)
    nlinarith [mul_le_mul_of_nonneg_left hu (sq_nonneg c)]
  · apply div_le_div_of_nonneg_left (by positivity) (by positivity)
    nlinarith [mul_le_mul_of_nonneg_left hl (sq_nonneg c)]

/-- For `0 < Z ≤ c` the upper bound `Z⁴/(2c²)` is attained exactly at `Z = c`. -/
theorem lowering_eq_upper_iff {c Z : ℝ} (hZ : 0 < Z) (hZc : Z ≤ c) :
    lowering c Z = Z ^ 4 / (2 * c ^ 2) ↔ Z = c := by
  have hc : 0 < c := hZ.trans_le hZc
  have hg := (gamma_mem c Z).1
  have hs := gamma_sq hc hZ.le hZc
  rw [lowering_eq hc hZ.le hZc, div_eq_div_iff (by positivity) (by positivity)]
  constructor
  · intro h
    have h0 : (Z ^ 4 * (2 * c ^ 2) * (2 + gamma c Z)) * gamma c Z = 0 := by
      linear_combination -h
    have hg0 : gamma c Z = 0 := (mul_eq_zero.mp h0).resolve_left (by positivity)
    rw [hg0] at hs
    nlinarith
  · intro h
    have hg0 : gamma c Z = 0 := by
      rw [h, gamma, div_self (by positivity), sub_self, Real.sqrt_zero]
    rw [hg0]
    ring

/-- For `0 < Z < c` the lowering relative to the size of the Schrödinger energy lies strictly
between `Z²/(4c²)` and `Z²/c²`. -/
theorem relative_lowering_bounds {c Z : ℝ} (hZ : 0 < Z) (hZc : Z < c) :
    Z ^ 2 / (4 * c ^ 2) < lowering c Z / |schrodingerEnergy Z| ∧
      lowering c Z / |schrodingerEnergy Z| < Z ^ 2 / c ^ 2 := by
  have hc : 0 < c := hZ.trans hZc
  obtain ⟨h0, h1⟩ := gamma_mem c Z
  have hs := gamma_sq hc hZ.le hZc.le
  have hpos : 0 < gamma c Z := lt_of_le_of_ne h0 fun h => by
    rw [← h] at hs
    nlinarith [mul_pos (sub_pos.2 hZc) (add_pos hZ hc)]
  have hlt : gamma c Z < 1 := lt_of_le_of_ne h1 fun h => by
    rw [h] at hs
    nlinarith [pow_pos hZ 2]
  have habs : |schrodingerEnergy Z| = Z ^ 2 / 2 := by
    rw [schrodingerEnergy, neg_div, abs_neg, abs_of_pos (by positivity)]
  have key : lowering c Z / |schrodingerEnergy Z|
      = Z ^ 2 / (c ^ 2 * (1 + gamma c Z) ^ 2) := by
    rw [habs, lowering_eq hc hZ.le hZc.le, div_div,
      div_eq_div_iff (by positivity) (by positivity)]
    ring
  have hl : 1 < (1 + gamma c Z) ^ 2 := by nlinarith
  have hu : (1 + gamma c Z) ^ 2 < 4 := by nlinarith
  have hc2 : 0 < c ^ 2 := by positivity
  rw [key]
  constructor
  · apply div_lt_div_of_pos_left (by positivity) (by positivity)
    nlinarith [mul_lt_mul_of_pos_left hu hc2]
  · apply div_lt_div_of_pos_left (by positivity) (by positivity)
    nlinarith [mul_lt_mul_of_pos_left hl hc2]

/-- For `0 < c` the lowering divided by `Z⁴` tends to `1/(8c²)` as `Z` tends to 0 from
above. -/
theorem tendsto_lowering_div {c : ℝ} (hc : 0 < c) :
    Tendsto (fun Z => lowering c Z / Z ^ 4) (𝓝[>] 0) (𝓝 (1 / (8 * c ^ 2))) := by
  have hgc : Continuous (gamma c) := by
    unfold gamma
    fun_prop
  have hcont : Continuous fun Z => 1 / (2 * c ^ 2 * (1 + gamma c Z) ^ 2) := by
    refine Continuous.div continuous_const (by fun_prop) fun Z => ?_
    have hg := (gamma_mem c Z).1
    positivity
  have hval : 1 / (2 * c ^ 2 * (1 + gamma c 0) ^ 2) = 1 / (8 * c ^ 2) := by
    have hg0 : gamma c 0 = 1 := by simp [gamma]
    rw [hg0]
    congr 1
    ring
  have hlim := (hcont.tendsto 0).mono_left (nhdsWithin_le_nhds (s := Set.Ioi 0))
  rw [hval] at hlim
  -- near zero the closed form applies and Z⁴ cancels
  refine hlim.congr' ?_
  filter_upwards [Ioo_mem_nhdsGT hc] with Z hZ
  have hZ0 : 0 < Z := hZ.1
  have hg := (gamma_mem c Z).1
  rw [lowering_eq hc hZ0.le hZ.2.le, div_div,
    div_eq_div_iff (by positivity) (by positivity)]
  ring

end

end RelativisticLowering1s
```

```lean
#print axioms RelativisticLowering1s.radial_dirac_equation
#print axioms RelativisticLowering1s.lowering_eq_upper_iff
#print axioms RelativisticLowering1s.relative_lowering_bounds
#print axioms RelativisticLowering1s.tendsto_lowering_div
```

```
'RelativisticLowering1s.radial_dirac_equation' depends on axioms: [propext, Classical.choice, Quot.sound]
'RelativisticLowering1s.lowering_eq_upper_iff' depends on axioms: [propext, Classical.choice, Quot.sound]
'RelativisticLowering1s.relative_lowering_bounds' depends on axioms: [propext, Classical.choice, Quot.sound]
'RelativisticLowering1s.tendsto_lowering_div' depends on axioms: [propext, Classical.choice, Quot.sound]
```

### How the algebra is carried out in Lean

`gamma_mem` places $\gamma$ between 0 and 1. `gamma_sq` uses $0\le Z\le c$ to show that the argument of the square root is non-negative, and then squares the root to get $c^2\gamma^2=c^2-Z^2$.

`hasDerivAt_largeComponent` applies the product rule to $r^\gamma$ and $e^{-Zr}$. In `radial_dirac_equation`, `hb1` and `hb2` are the two relations for $b$ derived above. The `generalize` step replaces the explicit quotient by the letter `b`, after which each radial equation is a combination of these two relations, as `linear_combination` confirms.

`lowering_eq` eliminates $Z^2$ in favour of $\gamma$, clears the denominator and leaves a polynomial identity to `ring`. `lowering_bounds` proves $1\le(1+\gamma)^2\le4$ and compares fractions with the same numerator: the larger denominator gives the lower bound.

For equality in the upper bound, cross-multiplication in `lowering_eq_upper_iff` yields
$$Z^4(2c^2)(2+\gamma)\gamma=0.$$
Every factor except the last is positive, so $\gamma=0$ and hence $Z=c$. The converse is direct substitution.

`relative_lowering_bounds` first excludes $\gamma=0$ and $\gamma=1$, which makes both comparisons strict. Its equation `key` is the formula for $\Delta/|E_S|$.

For the limit, `tendsto_lowering_div` shows that $1/(2c^2(1+\gamma)^2)$ is continuous in $Z$ and evaluates it at $Z=0$, where $\gamma=1$. On the interval $0<Z<c$ this function equals $\Delta/Z^4$, and `hlim.congr'` transfers the limit.
